# Only the ¹S term of d² has a repulsion energy that is a fixed linear combination of the d shell's summed Coulomb and exchange integrals

The theorem `term_hasShellForm_iff` concerns the electron repulsion energies of the five Russell-Saunders terms of d², each defined as F0 plus fixed multiples of F2 and F4. It says that such an energy can be written as x ΣJ − y ΣK, with real constants x and y that do not depend on the Slater integrals, exactly when the term is ¹S. The sums run over all ordered pairs of the five d orbitals, equal pairs included, and F0, F2 and F4 may be any real numbers. The attempt uses `hasShellForm_iff` to reduce the question to whether the coefficients of F2 and F4 are equal, and then checks the five terms one by one.

Lean 4 with Mathlib refuses this proof:

```lean
import Mathlib

namespace DSquaredShellForm

/-- The five Russell-Saunders terms of the configuration d². -/
inductive DTerm
  | singletS | tripletP | singletD | tripletF | singletG
  deriving DecidableEq

instance : Fintype DTerm :=
  ⟨{.singletS, .tripletP, .singletD, .tripletF, .singletG}, by intro t; cases t <;> simp⟩

noncomputable section

/-- Diagonal angular coefficients of rank 2, in units of 1/7. -/
def a2 : Fin 5 → ℝ := ![-2, 1, 2, 1, -2]

/-- Diagonal angular coefficients of rank 4, in units of 1/21. -/
def a4 : Fin 5 → ℝ := ![1, -4, 6, -4, 1]

/-- Squared angular coefficients of rank 2, in units of 1/49. -/
def b2 : Matrix (Fin 5) (Fin 5) ℝ :=
  !![4, 6, 4, 0, 0; 6, 1, 1, 6, 0; 4, 1, 4, 1, 4; 0, 6, 1, 1, 6; 0, 0, 4, 6, 4]

/-- Squared angular coefficients of rank 4, in units of 1/441. -/
def b4 : Matrix (Fin 5) (Fin 5) ℝ :=
  !![1, 5, 15, 35, 70; 5, 16, 30, 40, 35; 15, 30, 36, 30, 15;
     35, 40, 30, 16, 5; 70, 35, 15, 5, 1]

/-- Coulomb integral J between two d orbitals. -/
def coulomb (F0 F2 F4 : ℝ) (i j : Fin 5) : ℝ :=
  F0 + a2 i * a2 j / 49 * F2 + a4 i * a4 j / 441 * F4

/-- Exchange integral K between two d orbitals. -/
def exchange (F0 F2 F4 : ℝ) (i j : Fin 5) : ℝ :=
  (if i = j then F0 else 0) + b2 i j / 49 * F2 + b4 i j / 441 * F4

/-- Coefficient of F2 in the energy of a term. -/
def coeff2 : DTerm → ℝ
  | .singletS => 2 / 7 | .tripletP => 1 / 7 | .singletD => -3 / 49
  | .tripletF => -8 / 49 | .singletG => 4 / 49

/-- Coefficient of F4 in the energy of a term. -/
def coeff4 : DTerm → ℝ
  | .singletS => 2 / 7 | .tripletP => -4 / 21 | .singletD => 4 / 49
  | .tripletF => -1 / 49 | .singletG => 1 / 441

/-- Electron repulsion energy of a d² term. -/
def termEnergy (t : DTerm) (F0 F2 F4 : ℝ) : ℝ := F0 + coeff2 t * F2 + coeff4 t * F4

/-- An energy has the shell form if it is x ΣJ - y ΣK, summed over all ordered pairs of
d orbitals, with constants x and y that do not depend on the Slater integrals. -/
def HasShellForm (E : ℝ → ℝ → ℝ → ℝ) : Prop :=
  ∃ x y : ℝ, ∀ F0 F2 F4, E F0 F2 F4 =
    x * (∑ i, ∑ j, coulomb F0 F2 F4 i j) - y * (∑ i, ∑ j, exchange F0 F2 F4 i j)

/-- The Coulomb integrals of the d shell add up to 25 F0. -/
theorem sum_coulomb (F0 F2 F4 : ℝ) : ∑ i, ∑ j, coulomb F0 F2 F4 i j = 25 * F0 := by
  simp [Fin.sum_univ_five, coulomb, a2, a4]
  ring

/-- The exchange integrals of the d shell add up to 5 F0 + (10/7)(F2 + F4). -/
theorem sum_exchange (F0 F2 F4 : ℝ) :
    ∑ i, ∑ j, exchange F0 F2 F4 i j = 5 * F0 + 10 / 7 * (F2 + F4) := by
  simp [Fin.sum_univ_five, exchange, b2, b4]
  ring

/-- An energy F0 + a F2 + b F4 has the shell form exactly when a = b. -/
theorem hasShellForm_iff (a b : ℝ) :
    HasShellForm (fun F0 F2 F4 => F0 + a * F2 + b * F4) ↔ a = b := by
  simp only [HasShellForm, sum_coulomb, sum_exchange]
  constructor
  · rintro ⟨x, y, h⟩
    -- compare the coefficients of F2 and F4
    have h2 := h 0 1 0
    have h4 := h 0 0 1
    linarith
  · rintro rfl
    exact ⟨(1 - 7 * a / 2) / 25, -7 * a / 10, fun F0 F2 F4 => by ring⟩

/-- Among the terms of d², only ¹S has an energy of the shell form. -/
theorem term_hasShellForm_iff (t : DTerm) :
    HasShellForm (termEnergy t) ↔ t = .singletS := by
  have h : HasShellForm (termEnergy t) ↔ coeff2 t = coeff4 t :=
    hasShellForm_iff (coeff2 t) (coeff4 t)
  rw [h]
  cases t <;> norm_num [coeff2, coeff4]

end

end DSquaredShellForm
```

The compiler's answer:

```
Main.lean:83:51: error: unsolved goals
case tripletP
h : HasShellForm (termEnergy DTerm.tripletP) ↔ coeff2 DTerm.tripletP = coeff4 DTerm.tripletP
⊢ ¬DTerm.tripletP = DTerm.singletS

case singletD
h : HasShellForm (termEnergy DTerm.singletD) ↔ coeff2 DTerm.singletD = coeff4 DTerm.singletD
⊢ ¬DTerm.singletD = DTerm.singletS

case tripletF
h : HasShellForm (termEnergy DTerm.tripletF) ↔ coeff2 DTerm.tripletF = coeff4 DTerm.tripletF
⊢ ¬DTerm.tripletF = DTerm.singletS

case singletG
h : HasShellForm (termEnergy DTerm.singletG) ↔ coeff2 DTerm.singletG = coeff4 DTerm.singletG
⊢ ¬DTerm.singletG = DTerm.singletS
```

What went wrong. The single error lists four goals left open, one for each term other than ¹S. In each of them `norm_num` has done the arithmetic: the two coefficients differ, so the left side of the equivalence is false, and what remains is to show that the term is not ¹S, for example `¬DTerm.tripletP = DTerm.singletS`.

This holds because different constructors of an inductive type are never equal. `simp` knows this through the simplification procedure `reduceCtorEq`, which turns such an equation into `False`. `norm_num` uses the ordinary `simp` lemmas but does not run the default simplification procedures, so it stops there.

The repair adds `<;> simp`, which runs `simp` on every goal that `norm_num` leaves and so closes all four. The ¹S case was already closed by `norm_num`, so there `simp` has nothing to do.

The change, after which it compiles:

```diff
@@ -85,5 +85,5 @@
     hasShellForm_iff (coeff2 t) (coeff4 t)
   rw [h]
-  cases t <;> norm_num [coeff2, coeff4]
+  cases t <;> norm_num [coeff2, coeff4] <;> simp
 
 end
```
